# Energy Variance and a Spectral Gap Bound the Missing Overlap with an Eigenstate

## From a variance to an overlap

After optimising a trial state for a finite lattice model in variational Monte Carlo, one checks its energy variance to judge how close the state is to the target eigenstate. Divided by the square of a gap, the variance bounds the missing overlap, which is one minus the squared overlap with the target. The gap is the distance from the trial energy to the nearest eigenvalue of an eigenstate orthogonal to the target.

Let $H$ be the Hamiltonian, $\psi$ the normalised trial state and $\varphi$ the normalised target, with $H\varphi=E_0\varphi$. Write

$$E=\mathrm{Re}\langle\psi,H\psi\rangle,\qquad \sigma^2=\|(H-E)\psi\|^2 .$$

If $\psi$ has no zero amplitudes, $\sigma^2$ is the variance of the local energy $(H\psi)(x)/\psi(x)$ under the distribution $|\psi(x)|^2$.

A small $\sigma^2$ alone does not identify the target. If $\psi$ is a different eigenstate, orthogonal to $\varphi$, then $\sigma^2=0$ and the overlap is zero. Some condition must therefore keep the eigenvalues of states orthogonal to $\varphi$ away from $E$ itself.

## The two bounds

Suppose that every eigenvector orthogonal to $\varphi$ has its eigenvalue at distance at least $g>0$ from $E$. Then

$$1-|\langle\varphi,\psi\rangle|^2\le\frac{\sigma^2}{g^2}.$$

If these eigenvalues all lie at or above $E+g$, the bound improves to

$$1-|\langle\varphi,\psi\rangle|^2\le\frac{\sigma^2}{\sigma^2+g^2}.$$

The gap is measured from the trial energy $E$, not from $E_0$. It stands for prior knowledge of the rest of the spectrum, which the variance does not supply. In the first bound $\varphi$ may be an excited state, despite the subscript in $E_0$. If $E_0$ is degenerate, $g$ must also respect the distance from $E_0$ to $E$; then $\sigma^2\ge g^2$, and the first bound says nothing.

## Splitting off the target state

Put $a=\langle\varphi,\psi\rangle$ and $v=\psi-a\varphi$. Then $\langle\varphi,v\rangle=a-a=0$, and $\|\psi\|=1$ gives $\|v\|^2=1-|a|^2$, the missing overlap.

For any real reference energy $\rho$, the residual of $v$ stays orthogonal to $\varphi$:

$$\langle\varphi,(H-\rho)v\rangle=\langle H\varphi,v\rangle-\rho\langle\varphi,v\rangle=(E_0-\rho)\langle\varphi,v\rangle=0 .$$

Since $(H-\rho)\psi=(E_0-\rho)a\varphi+(H-\rho)v$, the cross terms vanish and

$$\|(H-\rho)\psi\|^2=(E_0-\rho)^2|a|^2+\|(H-\rho)v\|^2,$$

$$\mathrm{Re}\langle\psi,(H-\rho)\psi\rangle=(E_0-\rho)|a|^2+\mathrm{Re}\langle v,(H-\rho)v\rangle .$$

## Using the gap

The state space is finite-dimensional, and the Hermitian map $H$ takes the orthogonal complement of $\varphi$ into itself, so the complement has an orthonormal basis of eigenvectors $b_i$ with eigenvalues $\mu_i$. Let $w_i=|\langle b_i,v\rangle|^2$. Because $\langle b_i,(H-\rho)v\rangle=(\mu_i-\rho)\langle b_i,v\rangle$,

$$\|v\|^2=\sum_i w_i,\qquad \mathrm{Re}\langle v,(H-\rho)v\rangle=\sum_i(\mu_i-\rho)w_i,$$

$$\|(H-\rho)v\|^2=\sum_i(\mu_i-\rho)^2w_i .$$

If $|\mu_i-\rho|\ge g$ for all $i$, the last sum is at least $g^2\|v\|^2$. Hence

$$\|(H-\rho)\psi\|^2\ge g^2(1-|a|^2)+(E_0-\rho)^2|a|^2 .$$

Setting $\rho=E$, dropping the nonnegative last term and dividing by $g^2$ gives the first bound.

For the second, write $p=|a|^2$ and $q=1-p$. Call $\mathrm{Re}\langle u,(H-E)u\rangle$ the mean residual of a vector $u$ at $E$. That of $\psi$ is zero, while that of $v$ is at least $gq$. The mean-residual identity therefore gives $(E-E_0)p\ge gq$. Multiplying the squared-residual bound by $p$ and inserting the square of this inequality,

$$p\sigma^2\ge g^2pq+(E-E_0)^2p^2\ge g^2pq+g^2q^2=g^2q .$$

With $p=1-q$ this reads $q(\sigma^2+g^2)\le\sigma^2$.

## A two-level state attains the second bound

Take $\psi=a\varphi+b\chi$ with $a\ne0$, where $\chi$ is a unit eigenvector orthogonal to $\varphi$ with energy $E_1>E_0$. Let $\Delta=E_1-E_0$. Then $|b|^2=q$, $E_1-E=p\Delta$ and $E-E_0=q\Delta$, so

$$\sigma^2=pq^2\Delta^2+qp^2\Delta^2=pq\Delta^2,\qquad \frac{\sigma^2}{\sigma^2+(E_1-E)^2}=\frac{pq\Delta^2}{p\Delta^2}=q .$$

In a two-dimensional space this is equality in the second bound, with $g=E_1-E$.

## The Lean statement

The state space `V` is a complex inner product space, finite-dimensional for the bounds. `H` is a linear map, and `H.IsSymmetric` says that it is Hermitian. The inner product is conjugate-linear in its first argument. The definitions `energy` and `variance` give $E$ and $\sigma^2$ for unit vectors, so an unnormalised trial state must be normalised first.

The hypothesis `hgap` ranges over all real `μ` and nonzero `χ` with $\langle\varphi,\chi\rangle=0$ and $H\chi=\mu\chi$. Real `μ` suffice because a Hermitian map has real eigenvalues. If $\varphi$ and $\psi$ both lie in one symmetry sector of $H$, `V` can be taken as that sector, and levels elsewhere do not restrict $g$. A trial state that breaks the symmetry does not qualify. In one dimension `hgap` holds trivially and both sides of each bound are zero.

An electronic Hamiltonian in continuous space enters only after projection onto a finite basis, and $\varphi$ is then an eigenvector of the projected matrix. For a finite model, the user must still supply a valid $g$. If sampled estimates replace the exact $E$ and $\sigma^2$, their statistical errors must be accounted for separately; the theorems do not cover them.

```lean
import Mathlib

open scoped InnerProductSpace ComplexConjugate

namespace VarianceControlsOverlap

variable {V : Type*} [NormedAddCommGroup V] [InnerProductSpace ℂ V]

/-- The energy of a unit vector `ψ`: the real part of `⟨ψ, H ψ⟩`. -/
noncomputable def energy (H : V →ₗ[ℂ] V) (ψ : V) : ℝ := (⟪ψ, H ψ⟫_ℂ).re

/-- The energy variance of a unit vector `ψ`: the squared norm of `(H - E) ψ`,
with `E` the energy of `ψ`. -/
noncomputable def variance (H : V →ₗ[ℂ] V) (ψ : V) : ℝ :=
  ‖H ψ - (energy H ψ : ℂ) • ψ‖ ^ 2

/-- For a unit vector `ψ` of energy `E`, the real part of `⟨ψ, (H - E) ψ⟩` is zero. -/
theorem mean_residual_eq_zero (H : V →ₗ[ℂ] V) {ψ : V} (hψ : ‖ψ‖ = 1) :
    (⟪ψ, H ψ - (energy H ψ : ℂ) • ψ⟫_ℂ).re = 0 := by
  rw [inner_sub_right, inner_smul_right, inner_self_eq_norm_sq_to_K, hψ]
  simp [energy]

/-- If `φ` is an eigenvector of a Hermitian `H` and `v` is orthogonal to `φ`, then
`(H - ρ) v` is orthogonal to `φ` as well. -/
theorem residual_orthogonal {H : V →ₗ[ℂ] V} (hH : H.IsSymmetric) {φ v : V} {E₀ : ℝ}
    (hφ : H φ = (E₀ : ℂ) • φ) (hv : ⟪φ, v⟫_ℂ = 0) (ρ : ℝ) :
    ⟪φ, H v - (ρ : ℂ) • v⟫_ℂ = 0 := by
  rw [inner_sub_right, ← hH φ v, hφ, inner_smul_left, inner_smul_right, hv]
  simp

/-- For a Hermitian `H` with unit eigenvector `φ` and `v` orthogonal to `φ`, the squared
residual and the mean residual of `a φ + v` are sums of a part from `φ` and a part from `v`. -/
theorem sector_split {H : V →ₗ[ℂ] V} (hH : H.IsSymmetric) {φ v : V} {E₀ : ℝ}
    (hφ1 : ‖φ‖ = 1) (hφ : H φ = (E₀ : ℂ) • φ) (hv : ⟪φ, v⟫_ℂ = 0) (a : ℂ) (ρ : ℝ) :
    ‖H (a • φ + v) - (ρ : ℂ) • (a • φ + v)‖ ^ 2
        = (E₀ - ρ) ^ 2 * ‖a‖ ^ 2 + ‖H v - (ρ : ℂ) • v‖ ^ 2 ∧
    (⟪a • φ + v, H (a • φ + v) - (ρ : ℂ) • (a • φ + v)⟫_ℂ).re
        = (E₀ - ρ) * ‖a‖ ^ 2 + (⟪v, H v - (ρ : ℂ) • v⟫_ℂ).re := by
  have hr : H (a • φ + v) - (ρ : ℂ) • (a • φ + v)
      = (((E₀ - ρ : ℝ) : ℂ) * a) • φ + (H v - (ρ : ℂ) • v) := by
    rw [map_add, map_smul, hφ]
    push_cast
    module
  have ho := residual_orthogonal hH hφ hv ρ
  have hv' : ⟪v, φ⟫_ℂ = 0 := inner_eq_zero_symm.mp hv
  have hφφ : ⟪φ, φ⟫_ℂ = 1 := by
    rw [inner_self_eq_norm_sq_to_K, hφ1]
    simp
  rw [hr]
  constructor
  · rw [norm_add_sq (𝕜 := ℂ), inner_smul_left, ho, norm_smul, hφ1, norm_mul,
      Complex.norm_real, Real.norm_eq_abs, mul_one, mul_pow, sq_abs, mul_zero]
    simp
  · rw [inner_add_left, inner_add_right, inner_add_right, inner_smul_left, inner_smul_left,
      inner_smul_right, inner_smul_right, ho, hv', hφφ, ← Complex.normSq_eq_norm_sq]
    simp only [mul_one, mul_zero, add_zero, zero_add, Complex.add_re, Complex.mul_re,
      Complex.mul_im, Complex.conj_re, Complex.conj_im, Complex.ofReal_re,
      Complex.ofReal_im, Complex.normSq_apply]
    ring

/-- A unit vector `ψ` is its projection on the unit vector `φ` plus a vector orthogonal to `φ`
whose squared norm is the missing overlap `1 - |⟨φ, ψ⟩|²`. -/
theorem orthogonal_component {φ ψ : V} (hφ1 : ‖φ‖ = 1) (hψ1 : ‖ψ‖ = 1) :
    ∃ v : V, ψ = ⟪φ, ψ⟫_ℂ • φ + v ∧ ⟪φ, v⟫_ℂ = 0 ∧ ‖v‖ ^ 2 = 1 - ‖⟪φ, ψ⟫_ℂ‖ ^ 2 := by
  have hv : ⟪φ, ψ - ⟪φ, ψ⟫_ℂ • φ⟫_ℂ = 0 := by
    rw [inner_sub_right, inner_smul_right, inner_self_eq_norm_sq_to_K, hφ1]
    simp
  have hsum : ⟪φ, ψ⟫_ℂ • φ + (ψ - ⟪φ, ψ⟫_ℂ • φ) = ψ := by abel
  refine ⟨ψ - ⟪φ, ψ⟫_ℂ • φ, hsum.symm, hv, ?_⟩
  have h := norm_add_sq (𝕜 := ℂ) (⟪φ, ψ⟫_ℂ • φ) (ψ - ⟪φ, ψ⟫_ℂ • φ)
  rw [hsum, inner_smul_left, hv, norm_smul, hφ1, hψ1] at h
  simp only [mul_zero, map_zero, mul_one, one_pow, add_zero] at h
  linarith

/-- Two-level equality: for a unit vector `ψ = a φ + b χ` with `a ≠ 0`, built from orthonormal
eigenvectors of a Hermitian `H` with energies `E₀ < E₁`, the missing overlap with `φ` equals
`σ² / (σ² + (E₁ - E)²)`, where `E` and `σ²` are the energy and variance of `ψ`. -/
theorem two_level_equality {H : V →ₗ[ℂ] V} (hH : H.IsSymmetric) {φ χ ψ : V} {E₀ E₁ : ℝ}
    (hφ1 : ‖φ‖ = 1) (hχ1 : ‖χ‖ = 1) (hφχ : ⟪φ, χ⟫_ℂ = 0)
    (hφ : H φ = (E₀ : ℂ) • φ) (hχ : H χ = (E₁ : ℂ) • χ) (hE : E₀ < E₁)
    {a b : ℂ} (ha : a ≠ 0) (hψ : ψ = a • φ + b • χ) (hψ1 : ‖ψ‖ = 1) :
    1 - ‖⟪φ, ψ⟫_ℂ‖ ^ 2
      = variance H ψ / (variance H ψ + (E₁ - energy H ψ) ^ 2) := by
  have hv : ⟪φ, b • χ⟫_ℂ = 0 := by rw [inner_smul_right, hφχ, mul_zero]
  have hov : ⟪φ, ψ⟫_ℂ = a := by
    rw [hψ, inner_add_right, hv, inner_smul_right, inner_self_eq_norm_sq_to_K, hφ1]
    simp
  have hB : ‖b‖ ^ 2 = 1 - ‖a‖ ^ 2 := by
    have h := norm_add_sq (𝕜 := ℂ) (a • φ) (b • χ)
    rw [← hψ, inner_smul_left, hv, norm_smul, norm_smul, hφ1, hχ1, hψ1] at h
    simp only [mul_zero, map_zero, mul_one, one_pow, add_zero] at h
    linarith
  -- split off `φ` first, then `χ`
  have h1 := sector_split hH hφ1 hφ hv a (energy H ψ)
  have h2 := sector_split hH hχ1 hχ (inner_zero_right χ) b (energy H ψ)
  rw [← hψ, mean_residual_eq_zero H hψ1] at h1
  simp only [add_zero, map_zero, smul_zero, sub_self, norm_zero, inner_zero_left,
    Complex.zero_re, ne_eq, OfNat.ofNat_ne_zero, not_false_eq_true, zero_pow] at h2
  have hvar : variance H ψ
      = (E₀ - energy H ψ) ^ 2 * ‖a‖ ^ 2 + (E₁ - energy H ψ) ^ 2 * ‖b‖ ^ 2 := by
    rw [← h2.1]
    exact h1.1
  have hen : energy H ψ = E₀ * ‖a‖ ^ 2 + E₁ * (1 - ‖a‖ ^ 2) := by
    have h := h1.2
    rw [h2.2, hB] at h
    linarith
  have hgap : 0 < E₁ - energy H ψ := by
    have h := mul_pos (pow_pos (norm_pos_iff.mpr ha) 2) (sub_pos.mpr hE)
    rw [hen]
    linarith
  have hpos : 0 < variance H ψ + (E₁ - energy H ψ) ^ 2 :=
    add_pos_of_nonneg_of_pos (sq_nonneg _) (pow_pos hgap 2)
  rw [hov, eq_div_iff hpos.ne', hvar, hB, hen]
  ring

variable [FiniteDimensional ℂ V]

/-- Let `φ` be an eigenvector of a Hermitian `H` on a finite-dimensional space and `v` orthogonal to
`φ`. Then `v` has nonnegative weights on eigenvalues with eigenvectors orthogonal to `φ`, which give
its squared norm, its mean residual and its squared residual at the reference energy `ρ`. -/
theorem spectral_weights {H : V →ₗ[ℂ] V} (hH : H.IsSymmetric) {φ v : V} {E₀ : ℝ}
    (hφ : H φ = (E₀ : ℂ) • φ) (hv : ⟪φ, v⟫_ℂ = 0) (ρ : ℝ) :
    ∃ (n : ℕ) (μ w : Fin n → ℝ), (∀ i, 0 ≤ w i) ∧
      (∀ i, ∃ χ : V, χ ≠ 0 ∧ ⟪φ, χ⟫_ℂ = 0 ∧ H χ = (μ i : ℂ) • χ) ∧
      ∑ i, w i = ‖v‖ ^ 2 ∧
      (⟪v, H v - (ρ : ℂ) • v⟫_ℂ).re = ∑ i, (μ i - ρ) * w i ∧
      ‖H v - (ρ : ℂ) • v‖ ^ 2 = ∑ i, (μ i - ρ) ^ 2 * w i := by
  obtain ⟨K, hmem⟩ : ∃ K : Submodule ℂ V, ∀ x, x ∈ K ↔ ⟪φ, x⟫_ℂ = 0 :=
    ⟨(Submodule.span ℂ {φ})ᗮ, fun x => Submodule.mem_orthogonal_singleton_iff_inner_right⟩
  have hK : ∀ x ∈ K, H x ∈ K := by
    intro x hx
    rw [hmem] at hx ⊢
    rw [← hH φ x, hφ, inner_smul_left, hx, mul_zero]
  -- diagonalise `H` on the orthogonal complement of `φ`
  have hS : (H.restrict hK).IsSymmetric := fun x y => hH (x : V) (y : V)
  obtain ⟨n, b, μ, hb⟩ : ∃ (n : ℕ) (b : OrthonormalBasis (Fin n) ℂ K) (μ : Fin n → ℝ),
      ∀ i, H (b i : V) = (μ i : ℂ) • (b i : V) :=
    ⟨_, hS.eigenvectorBasis rfl, hS.eigenvalues rfl,
      fun i => congrArg Subtype.val (hS.apply_eigenvectorBasis rfl i)⟩
  have hc : ∀ i, ⟪(b i : V), H v - (ρ : ℂ) • v⟫_ℂ
      = ((μ i - ρ : ℝ) : ℂ) * ⟪(b i : V), v⟫_ℂ := by
    intro i
    rw [inner_sub_right, ← hH (b i : V) v, hb, inner_smul_left, inner_smul_right,
      Complex.conj_ofReal]
    push_cast
    ring
  let x : K := ⟨v, (hmem v).mpr hv⟩
  let y : K := ⟨H v - (ρ : ℂ) • v, (hmem _).mpr (residual_orthogonal hH hφ hv ρ)⟩
  refine ⟨n, μ, fun i => ‖⟪(b i : V), v⟫_ℂ‖ ^ 2, fun i => sq_nonneg _,
    fun i => ⟨b i, fun h => b.orthonormal.ne_zero i (Subtype.ext h),
      (hmem _).mp (b i).2, hb i⟩, b.sum_sq_norm_inner_right x, ?_, ?_⟩
  · have h : ∑ i, ⟪v, (b i : V)⟫_ℂ * ⟪(b i : V), H v - (ρ : ℂ) • v⟫_ℂ
        = ⟪v, H v - (ρ : ℂ) • v⟫_ℂ := b.sum_inner_mul_inner x y
    rw [← h, Complex.re_sum]
    refine Finset.sum_congr rfl fun i _ => ?_
    beta_reduce
    rw [hc, ← inner_conj_symm v (b i : V), ← Complex.normSq_eq_norm_sq]
    simp only [Complex.mul_re, Complex.mul_im, Complex.conj_re, Complex.conj_im,
      Complex.ofReal_re, Complex.ofReal_im, Complex.normSq_apply]
    ring
  · have h : ∑ i, ‖⟪(b i : V), H v - (ρ : ℂ) • v⟫_ℂ‖ ^ 2
        = ‖H v - (ρ : ℂ) • v‖ ^ 2 := b.sum_sq_norm_inner_right y
    rw [← h]
    refine Finset.sum_congr rfl fun i _ => ?_
    rw [hc, norm_mul, mul_pow, Complex.norm_real, Real.norm_eq_abs, sq_abs]

/-- On a finite-dimensional space, let `φ` be a unit eigenvector of a Hermitian `H` with energy
`E₀`, and `ψ` a unit vector. If eigenvectors orthogonal to `φ` have eigenvalues at distance at least
`g ≥ 0` from `ρ`, the squared residual of `ψ` at `ρ` is at least
`g² (1 - |⟨φ, ψ⟩|²) + (E₀ - ρ)² |⟨φ, ψ⟩|²`. -/
theorem residual_lower_bound {H : V →ₗ[ℂ] V} (hH : H.IsSymmetric) {φ ψ : V} {E₀ ρ g : ℝ}
    (hφ1 : ‖φ‖ = 1) (hφ : H φ = (E₀ : ℂ) • φ) (hψ1 : ‖ψ‖ = 1) (hg : 0 ≤ g)
    (hgap : ∀ (μ : ℝ) (χ : V), χ ≠ 0 → ⟪φ, χ⟫_ℂ = 0 → H χ = (μ : ℂ) • χ → g ≤ |μ - ρ|) :
    g ^ 2 * (1 - ‖⟪φ, ψ⟫_ℂ‖ ^ 2) + (E₀ - ρ) ^ 2 * ‖⟪φ, ψ⟫_ℂ‖ ^ 2
      ≤ ‖H ψ - (ρ : ℂ) • ψ‖ ^ 2 := by
  obtain ⟨v, hψv, hv, hn⟩ := orthogonal_component hφ1 hψ1
  obtain ⟨n, μ, w, hw, he, hs, -, hq⟩ := spectral_weights hH hφ hv ρ
  have key : g ^ 2 * ‖v‖ ^ 2 ≤ ‖H v - (ρ : ℂ) • v‖ ^ 2 := by
    rw [hq, ← hs, Finset.mul_sum]
    refine Finset.sum_le_sum fun i _ => ?_
    obtain ⟨χ, h0, ho, hχ⟩ := he i
    have h := pow_le_pow_left₀ hg (hgap (μ i) χ h0 ho hχ) 2
    rw [sq_abs] at h
    exact mul_le_mul_of_nonneg_right h (hw i)
  have hsplit := (sector_split hH hφ1 hφ hv ⟪φ, ψ⟫_ℂ ρ).1
  rw [← hψv] at hsplit
  rw [hn] at key
  linarith

/-- Variance controls overlap: on a finite-dimensional space, let `φ` be a unit eigenvector of a
Hermitian `H` and `ψ` a unit vector of energy `E`. If every eigenvector orthogonal to `φ` has
eigenvalue at distance at least `g > 0` from `E`, then `1 - |⟨φ, ψ⟩|²` is at most the variance of
`ψ` divided by `g²`. -/
theorem variance_controls_overlap {H : V →ₗ[ℂ] V} (hH : H.IsSymmetric) {φ ψ : V} {E₀ g : ℝ}
    (hφ1 : ‖φ‖ = 1) (hφ : H φ = (E₀ : ℂ) • φ) (hψ1 : ‖ψ‖ = 1) (hg : 0 < g)
    (hgap : ∀ (μ : ℝ) (χ : V), χ ≠ 0 → ⟪φ, χ⟫_ℂ = 0 → H χ = (μ : ℂ) • χ →
      g ≤ |μ - energy H ψ|) :
    1 - ‖⟪φ, ψ⟫_ℂ‖ ^ 2 ≤ variance H ψ / g ^ 2 := by
  have h := residual_lower_bound hH hφ1 hφ hψ1 hg.le hgap
  have h0 : 0 ≤ (E₀ - energy H ψ) ^ 2 * ‖⟪φ, ψ⟫_ℂ‖ ^ 2 := by positivity
  rw [le_div_iff₀ (pow_pos hg 2)]
  unfold variance
  linarith

/-- One-sided bound: on a finite-dimensional space, let `φ` be a unit eigenvector of a Hermitian `H`
and `ψ` a unit vector of energy `E` and variance `σ²`. If every eigenvector orthogonal to `φ` has
eigenvalue at least `E + g`, with `g > 0`, then `1 - |⟨φ, ψ⟩|² ≤ σ² / (σ² + g²)`. -/
theorem one_sided_overlap_bound {H : V →ₗ[ℂ] V} (hH : H.IsSymmetric) {φ ψ : V} {E₀ g : ℝ}
    (hφ1 : ‖φ‖ = 1) (hφ : H φ = (E₀ : ℂ) • φ) (hψ1 : ‖ψ‖ = 1) (hg : 0 < g)
    (hgap : ∀ (μ : ℝ) (χ : V), χ ≠ 0 → ⟪φ, χ⟫_ℂ = 0 → H χ = (μ : ℂ) • χ →
      energy H ψ + g ≤ μ) :
    1 - ‖⟪φ, ψ⟫_ℂ‖ ^ 2 ≤ variance H ψ / (variance H ψ + g ^ 2) := by
  have hbound := residual_lower_bound (ρ := energy H ψ) hH hφ1 hφ hψ1 hg.le
    (fun μ χ h0 ho hχ => le_trans (by linarith [hgap μ χ h0 ho hχ]) (le_abs_self _))
  change _ ≤ variance H ψ at hbound
  obtain ⟨v, hψv, hv, hn⟩ := orthogonal_component hφ1 hψ1
  obtain ⟨n, μ, w, hw, he, hs, hm, -⟩ := spectral_weights hH hφ hv (energy H ψ)
  -- the part of `ψ` orthogonal to `φ` has mean residual at least `g ‖v‖²`
  have hmean : g * ‖v‖ ^ 2 ≤ (⟪v, H v - (energy H ψ : ℂ) • v⟫_ℂ).re := by
    rw [hm, ← hs, Finset.mul_sum]
    refine Finset.sum_le_sum fun i _ => ?_
    obtain ⟨χ, h0, ho, hχ⟩ := he i
    exact mul_le_mul_of_nonneg_right (by linarith [hgap (μ i) χ h0 ho hχ]) (hw i)
  -- the part along `φ` must compensate it
  have hsplit := (sector_split hH hφ1 hφ hv ⟪φ, ψ⟫_ℂ (energy H ψ)).2
  rw [← hψv, mean_residual_eq_zero H hψ1] at hsplit
  have hbal : g * ‖v‖ ^ 2 ≤ (energy H ψ - E₀) * ‖⟪φ, ψ⟫_ℂ‖ ^ 2 := by linarith
  have hsq := pow_le_pow_left₀ (by positivity) hbal 2
  rw [hn] at hsq
  have hmul := mul_le_mul_of_nonneg_left hbound (sq_nonneg ‖⟪φ, ψ⟫_ℂ‖)
  have hpos : 0 < variance H ψ + g ^ 2 :=
    add_pos_of_nonneg_of_pos (sq_nonneg _) (pow_pos hg 2)
  rw [le_div_iff₀ hpos]
  nlinarith [hsq, hmul]

end VarianceControlsOverlap
```

```lean
#print axioms VarianceControlsOverlap.two_level_equality
#print axioms VarianceControlsOverlap.variance_controls_overlap
#print axioms VarianceControlsOverlap.one_sided_overlap_bound
```

```
'VarianceControlsOverlap.two_level_equality' depends on axioms: [propext, Classical.choice, Quot.sound]
'VarianceControlsOverlap.variance_controls_overlap' depends on axioms: [propext, Classical.choice, Quot.sound]
'VarianceControlsOverlap.one_sided_overlap_bound' depends on axioms: [propext, Classical.choice, Quot.sound]
```

## The lemmas and the derivation

`mean_residual_eq_zero` expands the inner product and uses $\|\psi\|=1$. `orthogonal_component` constructs $v$ and obtains its norm from `norm_add_sq`. `residual_orthogonal` moves `H` onto $\varphi$ by symmetry, and `sector_split` proves the two sector identities.

In `spectral_weights`, the submodule `K` is the orthogonal complement of $\varphi$, and `hK` shows that `H` preserves it. Mathlib's `eigenvectorBasis` diagonalises the restriction. The identity `hc` multiplies each coefficient by $\mu_i-\rho$, and the orthonormal-basis sum formulas then give the norms and the mean.

`residual_lower_bound` compares the sums term by term with `Finset.sum_le_sum` and keeps the contribution of $\varphi$. `variance_controls_overlap` sets $\rho=E$ and discards that contribution, whose sign is given by `h0`.

`one_sided_overlap_bound` retains it. There `hbal` is $gq\le(E-E_0)p$, `hsq` is its square, and `hmul` is the squared-residual bound multiplied by $p$; `nlinarith` combines the last two. `two_level_equality` applies `sector_split` twice, first to separate $\varphi$ and then to evaluate the $\chi$ part, and `ring` finishes the algebra.

## Eckart's bound from the mean residual

Let $\varphi$ be the ground state, and let every eigenvector orthogonal to it have eigenvalue at least $E_1>E_0$. At $\rho=E_0$ the contribution of $\varphi$ to the mean residual vanishes, so $E-E_0=\mathrm{Re}\langle v,(H-E_0)v\rangle\ge(E_1-E_0)\|v\|^2$, and

$$1-|\langle\varphi,\psi\rangle|^2\le\frac{E-E_0}{E_1-E_0}.$$

This bound uses the energy error in place of the variance. It is derived here in prose from the identities above and has no theorem in the Lean code.
